# A parity formula for the discrete Wilson loop of one inversion-symmetric band

Inversion is modelled as a single unitary map $P$, the same at every k-point, acting on the complex inner product space that holds all the states $u_j$ of one band, with $j$ an integer modulo $2p$. If the states are normalized, $P^2=1$, and $P$ sends each $u_j$ to a multiple of $u_{-j}$, then the product of all neighbouring overlaps equals the parities at $j=0$ and $j=p$ times a product of squared moduli.

```lean
import Mathlib

open Finset ComplexConjugate

namespace ParityPolarization

noncomputable section

variable {E : Type*} [NormedAddCommGroup E] [InnerProductSpace ℂ E]

instance neZero_two_mul (p : ℕ) [NeZero p] : NeZero (2 * p) :=
  ⟨mul_ne_zero two_ne_zero (NeZero.ne p)⟩

/-- The overlap of the states at neighbouring points `j` and `j + 1` of a periodic k-grid. -/
def link {n : ℕ} (u : ZMod n → E) (j : ZMod n) : ℂ := inner ℂ (u j) (u (j + 1))

/-- The discrete Wilson loop of one band: the product of all neighbouring overlaps. -/
def wilsonLoop {n : ℕ} [NeZero n] (u : ZMod n → E) : ℂ := ∏ j, link u j

/-- A normalized band `u` on `2p` k-points, with a unitary inversion `P` that squares to one
and maps the state at `j` to `s j` times the state at `-j`. -/
structure InversionSymmetric {p : ℕ} (P : E ≃ₗᵢ[ℂ] E) (u : ZMod (2 * p) → E)
    (s : ZMod (2 * p) → ℂ) : Prop where
  unit : ∀ j, ‖u j‖ = 1
  invol : ∀ x, P (P x) = x
  map : ∀ j, P (u j) = s j • u (-j)

variable {p : ℕ} {P : E ≃ₗᵢ[ℂ] E} {u : ZMod (2 * p) → E} {s : ZMod (2 * p) → ℂ}

/-- The factors `s j` relating the states at `j` and `-j` are pure phases. -/
theorem conj_mul_phase (h : InversionSymmetric P u s) (j : ZMod (2 * p)) :
    conj (s j) * s j = 1 := by
  have hn := congrArg norm (h.map j)
  rw [LinearIsometryEquiv.norm_map, norm_smul, h.unit j, h.unit (-j), mul_one] at hn
  rw [Complex.conj_mul', ← hn]
  norm_num

/-- At an inversion-invariant momentum, `-k = k`, the phase is a parity, `+1` or `-1`. -/
theorem parity_at_invariant (h : InversionSymmetric P u s) {k : ZMod (2 * p)} (hk : -k = k) :
    s k = 1 ∨ s k = -1 := by
  have h2 := h.invol (u k)
  rw [h.map k, hk, map_smul, h.map k, hk, smul_smul] at h2
  have h3 : (s k * s k - 1) • u k = 0 := by rw [sub_smul, one_smul, h2, sub_self]
  have hu : u k ≠ 0 := by
    intro h0
    have := h.unit k
    rw [h0, norm_zero] at this
    exact zero_ne_one this
  exact mul_self_eq_one_iff.mp (sub_eq_zero.mp ((smul_eq_zero.mp h3).resolve_right hu))

/-- The zone-boundary point `p` of a grid of `2p` points is inversion-invariant. -/
theorem neg_boundary (p : ℕ) : -(p : ZMod (2 * p)) = p := by
  have h : ((2 * p : ℕ) : ZMod (2 * p)) = 0 := ZMod.natCast_self _
  rw [Nat.cast_mul, Nat.cast_ofNat] at h
  linear_combination -h

/-- Inversion expresses the overlap on the mirror-image link through the conjugate of the
original overlap and the phases at its two ends. -/
theorem link_reflect (h : InversionSymmetric P u s) (j : ZMod (2 * p)) :
    link u (-j - 1) = conj (s j) * s (j + 1) * conj (link u j) := by
  have e1 : -j - 1 + 1 = -j := by ring
  have e2 : -j - 1 = -(j + 1) := by ring
  unfold link
  rw [e1, e2, inner_conj_symm]
  -- unitarity of the inversion
  have hP := LinearIsometryEquiv.inner_map_map P (u (j + 1)) (u j)
  rw [h.map (j + 1), h.map j, inner_smul_left, inner_smul_right] at hP
  have a := conj_mul_phase h j
  have b := conj_mul_phase h (j + 1)
  linear_combination conj (s j) * s (j + 1) * hP
    - inner ℂ (u (-(j + 1))) (u (-j)) * conj (s (j + 1)) * s (j + 1) * a
    - inner ℂ (u (-(j + 1))) (u (-j)) * b

/-- In the product of the first `m` links with their mirror images, only the phases at the
two end points `0` and `m` survive. -/
theorem prod_mirror_pairs (h : InversionSymmetric P u s) (m : ℕ) :
    ∏ j ∈ range m, (link u (j : ZMod (2 * p)) * link u (-(j : ZMod (2 * p)) - 1)) =
      conj (s 0) * s m * ∏ j ∈ range m, (‖link u (j : ZMod (2 * p))‖ : ℂ) ^ 2 := by
  induction m with
  | zero =>
    rw [prod_range_zero, prod_range_zero, Nat.cast_zero, mul_one]
    exact (conj_mul_phase h 0).symm
  | succ m ih =>
    rw [prod_range_succ, ih, prod_range_succ, link_reflect h, Nat.cast_succ]
    have a := conj_mul_phase h (m : ZMod (2 * p))
    have b := Complex.mul_conj' (link u (m : ZMod (2 * p)))
    generalize ∏ j ∈ range m, (‖link u (j : ZMod (2 * p))‖ : ℂ) ^ 2 = A
    linear_combination conj (s 0) * s ((m : ZMod (2 * p)) + 1) * A *
      (link u (m : ZMod (2 * p)) * conj (link u (m : ZMod (2 * p))) * a + b)

/-- A product over a periodic grid of `n` points, written with the labels `0, …, n - 1`. -/
theorem prod_grid {n : ℕ} [NeZero n] (f : ZMod n → ℂ) :
    ∏ k, f k = ∏ j ∈ range n, f (j : ZMod n) :=
  Finset.prod_bij' (fun k _ => k.val) (fun j _ => (j : ZMod n))
    (fun k _ => mem_range.mpr (ZMod.val_lt k)) (fun _ _ => mem_univ _)
    (fun k _ => ZMod.natCast_zmod_val k)
    (fun _ hj => ZMod.val_cast_of_lt (mem_range.mp hj))
    (fun k _ => by rw [ZMod.natCast_zmod_val])

/-- Parity formula: the Wilson loop of an inversion-symmetric band is the product of the
parities at `0` and `p` times the squared moduli of the overlaps on half the zone. -/
theorem wilsonLoop_eq_parities [NeZero p] (h : InversionSymmetric P u s) :
    wilsonLoop u = s 0 * s p * ∏ j ∈ range p, (‖link u (j : ZMod (2 * p))‖ : ℂ) ^ 2 := by
  have h0 : conj (s 0) = s 0 := by
    rcases parity_at_invariant h (neg_zero) with e | e <;> rw [e] <;> simp
  have hsplit : ∏ j ∈ range (2 * p), link u (j : ZMod (2 * p)) =
      (∏ j ∈ range p, link u (j : ZMod (2 * p))) *
        ∏ j ∈ range p, link u ((p + j : ℕ) : ZMod (2 * p)) := by
    rw [← prod_range_add (fun j : ℕ => link u (j : ZMod (2 * p))) p p, ← two_mul]
  -- run through the second half of the zone backwards
  have hback : ∏ j ∈ range p, link u ((p + j : ℕ) : ZMod (2 * p)) =
      ∏ j ∈ range p, link u (-(j : ZMod (2 * p)) - 1) := by
    rw [← prod_range_reflect (fun j : ℕ => link u ((p + j : ℕ) : ZMod (2 * p))) p]
    refine prod_congr rfl fun j hj => ?_
    have hj' := mem_range.mp hj
    have key : ∀ m : ℕ, m + (j + 1) = 2 * p → (m : ZMod (2 * p)) = -(j : ZMod (2 * p)) - 1 := by
      intro m hm
      have hz : ((m + (j + 1) : ℕ) : ZMod (2 * p)) = 0 := by
        rw [hm]
        exact ZMod.natCast_self _
      rw [Nat.cast_add, Nat.cast_add, Nat.cast_one] at hz
      linear_combination hz
    exact congrArg (link u) (key (p + (p - 1 - j)) (by omega))
  rw [wilsonLoop, prod_grid, hsplit, hback, ← prod_mul_distrib, prod_mirror_pairs h, h0]

/-- If no overlap on half the zone vanishes, the argument of the Wilson loop is `0` for equal
parities at `0` and `p`, and `π` for opposite parities. -/
theorem arg_wilsonLoop [NeZero p] (h : InversionSymmetric P u s)
    (hL : ∀ j < p, link u (j : ZMod (2 * p)) ≠ 0) :
    (s 0 = s p → (wilsonLoop u).arg = 0) ∧ (s 0 = -s p → (wilsonLoop u).arg = Real.pi) := by
  obtain ⟨R, hR, hB⟩ : ∃ R : ℝ, 0 < R ∧ wilsonLoop u = s 0 * s p * (R : ℂ) :=
    ⟨∏ j ∈ range p, ‖link u (j : ZMod (2 * p))‖ ^ 2,
      prod_pos fun j hj => pow_pos (norm_pos_iff.mpr (hL j (mem_range.mp hj))) 2,
      by rw [wilsonLoop_eq_parities h]; simp⟩
  have hp : s p * s p = 1 := mul_self_eq_one_iff.mpr (parity_at_invariant h (neg_boundary p))
  constructor
  · intro e
    rw [hB, e, hp, one_mul]
    exact Complex.arg_ofReal_of_nonneg hR.le
  · intro e
    have hm : wilsonLoop u = ((-R : ℝ) : ℂ) := by
      rw [hB, e, Complex.ofReal_neg]
      linear_combination -(R : ℂ) * hp
    rw [hm]
    exact Complex.arg_ofReal_of_neg (by linarith)

/-- The amplitude `(1 + i)/2`. -/
def amp : ℂ := ⟨1 / 2, 1 / 2⟩

/-- States on a two-site cell at four k-points, proportional to `(1, i ^ k)`. -/
def dimerState (k : ZMod (2 * 2)) : EuclideanSpace ℂ (Fin 2) :=
  !₂[amp, amp * Complex.I ^ k.val]

/-- The inversion that exchanges the two sites of the cell. -/
def siteSwap : EuclideanSpace ℂ (Fin 2) ≃ₗᵢ[ℂ] EuclideanSpace ℂ (Fin 2) :=
  LinearIsometryEquiv.piLpCongrLeft 2 ℂ ℂ (Equiv.swap 0 1)

/-- The two-site states with the site exchange and the phases `i ^ k` are inversion-symmetric,
and their Wilson loop is `-1/4`. -/
theorem inversionSymmetric_witness :
    InversionSymmetric (p := 2) siteSwap dimerState (fun k => Complex.I ^ k.val) ∧
      wilsonLoop dimerState = -1 / 4 := by
  have ha : ‖amp‖ ^ 2 = 1 / 2 := by
    rw [Complex.sq_norm, Complex.normSq_apply]
    norm_num [amp]
  refine ⟨⟨fun k => ?_, fun x => ?_, fun k => ?_⟩, ?_⟩
  · have hs : ‖dimerState k‖ ^ 2 = 1 := by
      rw [EuclideanSpace.norm_sq_eq, Fin.sum_univ_two]
      change ‖amp‖ ^ 2 + ‖amp * Complex.I ^ k.val‖ ^ 2 = 1
      rw [norm_mul, norm_pow, Complex.norm_I, one_pow, mul_one, ha]
      norm_num
    nlinarith [norm_nonneg (dimerState k)]
  · ext i
    fin_cases i <;> rfl
  · have hv : ∀ k : ZMod (2 * 2), (k.val = 0 ∧ (-k).val = 0) ∨ (k.val = 1 ∧ (-k).val = 3) ∨
        (k.val = 2 ∧ (-k).val = 2) ∨ (k.val = 3 ∧ (-k).val = 1) := by decide
    have hk : Complex.I ^ k.val * Complex.I ^ (-k).val = 1 := by
      rcases hv k with ⟨a, b⟩ | ⟨a, b⟩ | ⟨a, b⟩ | ⟨a, b⟩ <;> rw [a, b, ← pow_add] <;> simp
    ext i
    fin_cases i
    · change amp * Complex.I ^ k.val = Complex.I ^ k.val * amp
      ring
    · change amp = Complex.I ^ k.val * (amp * Complex.I ^ (-k).val)
      linear_combination -amp * hk
  · have hv : ∀ k : ZMod (2 * 2), (k.val = 0 ∧ (k + 1).val = 1) ∨ (k.val = 1 ∧ (k + 1).val = 2) ∨
        (k.val = 2 ∧ (k + 1).val = 3) ∨ (k.val = 3 ∧ (k + 1).val = 0) := by decide
    -- every link equals (1 + i)/2
    have hl : ∀ k, link dimerState k = (1 + Complex.I) / 2 := by
      intro k
      have haa : amp * conj amp = 1 / 2 := by
        rw [Complex.mul_conj', ← Complex.ofReal_pow, ha]
        norm_num
      have hi : Complex.I ^ (k + 1).val * conj (Complex.I ^ k.val) = Complex.I := by
        rcases hv k with ⟨a, b⟩ | ⟨a, b⟩ | ⟨a, b⟩ | ⟨a, b⟩ <;> rw [a, b] <;>
          simp [pow_succ]
      rw [link, PiLp.inner_apply, Fin.sum_univ_two]
      change amp * conj amp +
        (amp * Complex.I ^ (k + 1).val) * conj (amp * Complex.I ^ k.val) = _
      rw [map_mul]
      linear_combination (1 + Complex.I) * haa + amp * conj amp * hi
    rw [wilsonLoop, prod_congr rfl (fun k _ => hl k), prod_const, card_univ, ZMod.card]
    linear_combination (Complex.I ^ 2 + 4 * Complex.I + 5) / 16 * Complex.I_sq

end

end ParityPolarization
```

```lean
#print axioms ParityPolarization.wilsonLoop_eq_parities
#print axioms ParityPolarization.arg_wilsonLoop
```

```
'ParityPolarization.wilsonLoop_eq_parities' depends on axioms: [propext, Classical.choice, Quot.sound]
'ParityPolarization.arg_wilsonLoop' depends on axioms: [propext, Classical.choice, Quot.sound]
```

## The band, the loop and the inversion

The label $j$ stands for the crystal momentum $2\pi j/(2p)$ in units of the inverse lattice constant, so $j=0$ is the zone centre and $j=p$ the zone boundary. The type `ZMod (2 * p)` makes the grid periodic: the state after $j=2p-1$ is $u_0$ itself. The overlap `link u j` is

$$L_j=\langle u_j,u_{j+1}\rangle ,$$

conjugate-linear in its first argument, and `wilsonLoop u` is $W=\prod_j L_j$ over the whole grid.

The structure `InversionSymmetric P u s` collects three assumptions: every $u_j$ has norm one, $P^2=1$, and $Pu_j=s_ju_{-j}$. The type `E ≃ₗᵢ[ℂ] E` makes $P$ linear, invertible and norm-preserving, hence unitary. The last assumption says that inversion sends the band at $k$ to the same band at $-k$. The numbers $s_j$ enter as arbitrary complex numbers; that they are phases, and signs at the two invariant momenta, is derived.

The main theorem, `wilsonLoop_eq_parities`, states for every $p\ge 1$ that

$$W=s_0\,s_p\prod_{j=0}^{p-1}|L_j|^2 .$$

A periodic family of states and a $k$-independent $P$ suit a tight-binding model whose Bloch Hamiltonian is periodic in $k$ and whose unit cell is mapped onto itself by inversion. If inversion moves some orbitals into a different cell, $P$ acquires $k$-dependent phases, and the assumptions do not describe that case. The theorem also concerns one band only, so a group of crossing bands, with its matrix-valued overlaps, is not covered.

## Why only two parities survive

Taking norms in $Pu_j=s_ju_{-j}$ gives $|s_j|=1$, which is `conj_mul_phase`. If $-k=k$, applying $P$ twice gives $u_k=s_k^2u_k$. Since $u_k\neq0$, it follows that $s_k=\pm1$; this is `parity_at_invariant`. It applies at $0$, and also at $p$, because $2p=0$ on the grid (`neg_boundary`).

Unitarity relates each link to its mirror image:

$$\overline{L_j}=\langle u_{j+1},u_j\rangle=\langle Pu_{j+1},Pu_j\rangle=\overline{s_{j+1}}\,s_j\,\langle u_{-j-1},u_{-j}\rangle=\overline{s_{j+1}}\,s_j\,L_{-j-1}.$$

Multiplying by $\overline{s_j}\,s_{j+1}$ removes the phases on the right and yields

$$L_{-j-1}=\overline{s_j}\,s_{j+1}\,\overline{L_j}.$$

This is `link_reflect`. In its proof `hP` is the unitarity relation, and `linear_combination` carries out the multiplication, using $\overline{s_j}s_j=1$ at both ends of the link.

A link times its mirror image is therefore $\overline{s_j}\,s_{j+1}|L_j|^2$. In the product over $0\le j<m$, each intermediate phase meets its own conjugate, which leaves

$$\prod_{j=0}^{m-1}L_jL_{-j-1}=\overline{s_0}\,s_m\prod_{j=0}^{m-1}|L_j|^2 .$$

The lemma `prod_mirror_pairs` proves this by induction on $m$. The empty product is the identity $\overline{s_0}s_0=1$, and each further step cancels one pair $s_m\overline{s_m}$.

Now set $m=p$. As $j$ runs from $0$ to $p-1$, the mirror label $-j-1$ runs through $2p-1,\dots,p$, which is the second half of the grid in reverse. Hence the paired product is the whole loop, and since $s_0$ is real, $\overline{s_0}=s_0$ gives the formula. In the Lean proof, `prod_grid` rewrites the loop as a product over $0,\dots,2p-1$, `hsplit` cuts it into two halves, and `hback` reverses the second half. The auxiliary statement `key` identifies a label $m$ satisfying $m+(j+1)=2p$ with $-j-1$ on the grid.

## The phase of the loop

The theorem `arg_wilsonLoop` adds the hypothesis that $L_j\ne0$ for $0\le j<p$. The product of squared moduli is then a positive real number, so $W$ has the sign of $s_0s_p$: its argument is $0$ if $s_0=s_p$ and $\pi$ if $s_0=-s_p$. The hypothesis means that neighbouring states are never orthogonal; without it $W$ could vanish and would have no phase.

For $p=1$ the case of opposite parities does not arise under this hypothesis. The states $u_0$ and $u_1$ would be eigenvectors of $P$ with different eigenvalues, hence orthogonal, and both sides of the parity formula would be zero.

For an isolated, completely filled band of non-interacting electrons in such an inversion-symmetric one-dimensional model, the argument of $W$ is, up to a sign convention, a discrete form of the Berry phase, which fixes the band's contribution to the electronic polarization modulo a quantum, with positions measured from the inversion centre of the cell. As long as no overlap vanishes, this argument can be read from two parities instead of from overlaps along the whole zone.

## A four-point band with opposite parities

The last theorem, `inversionSymmetric_witness`, takes $p=2$ and a cell with two sites. With $a=(1+i)/2$, so that $|a|^2=1/2$, the states are

$$u_k=a\,(1,\,i^k),\qquad k=0,1,2,3,$$

which have norm one. Inversion exchanges the sites:

$$Pu_k=a\,(i^k,1)=i^k\,a\,(1,i^{-k})=i^k\,u_{-k}.$$

So $s_k=i^k$, with parities $s_0=1$ and $s_2=-1$. Every link equals $|a|^2(1+i)=(1+i)/2$, and the loop is

$$W=\left(\frac{1+i}{2}\right)^4=-\frac14 .$$

The parity formula gives the same value, $1\cdot(-1)\cdot\frac12\cdot\frac12$. The Lean proof computes the loop directly from the links, after checking the three symmetry assumptions by running through the four values of $k$ where necessary.
